# Discarded kinetic energy controls the Rayleigh error of a truncated plane-wave eigenstate when the potential is bounded

Take two plane waves with wavenumbers q_0 = 0 and q_1 = 2, in units ħ = m = 1, and a potential V whose four matrix elements are all −3/4. The normalised state ψ = (3, 1)/√10 satisfies Hψ = −ψ, where H = T + V and T is diagonal with entries q_i²/2. A cutoff at qc = 1 leaves Pψ = (3, 0)/√10, with energy −3/4 once it is normalised, so the error is 1/4. The discarded wave contributed K = 2 · (1/10) = 1/5 to the kinetic energy of ψ. Multiplying the error by ‖Pψ‖² = 9/10 gives 9/40, which differs from K by only 1/40.

The weight ‖Pψ‖² enters because normalising ψ does not normalise Pψ. Without it, the error here differs from K by 1/20.

## States, cutoff and energies

States are square-summable coefficient families over any index set `ι`, finite or infinite.

```lean
import Mathlib

open scoped ENNReal

namespace PlaneWaveCutoff

noncomputable section

/-- Square-summable plane-wave coefficients, one for each label in `ι`. -/
abbrev PW (ι : Type*) := lp (fun _ : ι => ℂ) 2
```

The potential V is a bounded linear operator, which excludes unbounded ones such as the bare Coulomb potential; T may be unbounded. The number q_i stands for the length of a wavevector. The cutoff keeps ψ_i when q_i ≤ qc, and the residual is r = ψ − Pψ.

```lean
variable {ι : Type*} {q : ι → ℝ} {V : PW ι →L[ℂ] PW ι} {E v qc : ℝ} {ψ φ : PW ι}

/-- The projection `P ψ` of a state on the plane waves with wavenumber `q ≤ qc`. -/
def lowPass (q : ι → ℝ) (qc : ℝ) (ψ : PW ι) : PW ι :=
  ⟨fun i => if q i ≤ qc then ψ i else 0, by
    have h2 : 0 < (2 : ℝ≥0∞).toReal := by norm_num
    have h := (memℓp_gen_iff h2).1 (lp.memℓp ψ)
    refine (memℓp_gen_iff h2).2 (h.of_nonneg_of_le (fun i => by positivity) fun i => ?_)
    split_ifs
    · exact le_rfl
    · rw [norm_zero, Real.zero_rpow h2.ne']
      positivity⟩

/-- The residual `(1 - P) ψ`, the part of the state that the cutoff discards. -/
def residual (q : ι → ℝ) (qc : ℝ) (ψ : PW ι) : PW ι := ψ - lowPass q qc ψ
```

The kinetic energy of a state φ is

Σ_i (q_i²/2) |φ_i|².

Lean's `∑'` returns 0 for a divergent series, so `kinetic` is meaningful only once convergence is known. The energy adds Re⟨φ, Vφ⟩, and the Rayleigh quotient R(φ) divides by ‖φ‖².

```lean
/-- The kinetic energy `⟨φ, T φ⟩`, with `T` diagonal with entries `q ^ 2 / 2`,
for states on which this sum converges. -/
def kinetic (q : ι → ℝ) (φ : PW ι) : ℝ := ∑' i, q i ^ 2 / 2 * ‖φ i‖ ^ 2

/-- The energy `Re ⟨φ, (T + V) φ⟩` of a state of finite kinetic energy. -/
def energy (q : ι → ℝ) (V : PW ι →L[ℂ] PW ι) (φ : PW ι) : ℝ :=
  kinetic q φ + (inner ℂ φ (V φ)).re

/-- The Rayleigh quotient of a nonzero state of finite kinetic energy. -/
def rayleigh (q : ι → ℝ) (V : PW ι →L[ℂ] PW ι) (φ : PW ι) : ℝ :=
  energy q V φ / ‖φ‖ ^ 2
```

The eigenvalue equation is imposed on each coefficient, with real E:

(q_i²/2) ψ_i + (Vψ)_i = E ψ_i.

```lean
/-- The eigenvalue equation `(T + V) ψ = E ψ`, coefficient by coefficient. -/
def IsEigenstate (q : ι → ℝ) (V : PW ι →L[ℂ] PW ι) (E : ℝ) (ψ : PW ι) : Prop :=
  ∀ i, ((q i ^ 2 / 2 : ℝ) : ℂ) * ψ i + (V ψ) i = (E : ℂ) * ψ i
```

## Kinetic energy of part of an eigenstate

Let φ keep some coefficients of ψ and set the others to zero. On a kept coefficient, (q_i²/2) φ_i = E φ_i − (Vψ)_i. Multiplying by the conjugate of φ_i, summing and taking the real part gives

Σ_i (q_i²/2) |φ_i|² = E‖φ‖² − Re⟨φ, Vψ⟩.

The series converges because φ and Vψ are square-summable. In Lean, `lp.hasSum_inner` supplies this convergence, and `linear_combination` applies the eigenvalue equation.

```lean
/-- The inner product of a vector with itself is its squared norm. -/
private theorem re_inner_self {F : Type*} [NormedAddCommGroup F] [InnerProductSpace ℂ F]
    (x : F) : (inner ℂ x x).re = ‖x‖ ^ 2 :=
  inner_self_eq_norm_sq (𝕜 := ℂ) x

/-- If `φ` keeps some plane-wave coefficients of an eigenstate `ψ` and drops the others, its
kinetic energy converges and equals `E ‖φ‖² - Re ⟨φ, V ψ⟩`. -/
theorem hasSum_kinetic (hψ : IsEigenstate q V E ψ) (hφ : ∀ i, φ i = ψ i ∨ φ i = 0) :
    HasSum (fun i => q i ^ 2 / 2 * ‖φ i‖ ^ 2)
      (E * ‖φ‖ ^ 2 - (inner ℂ φ (V ψ)).re) := by
  have h := Complex.reCLM.hasSum (lp.hasSum_inner φ ((E : ℂ) • φ - V ψ))
  convert h using 1
  · funext i
    change _ = (inner ℂ (φ i) (((E : ℂ) • φ - V ψ) i)).re
    rcases hφ i with h0 | h0
    · -- on a kept coefficient the eigenvalue equation turns `E - V` into `T`
      have e : ((E : ℂ) • φ - V ψ) i = ((q i ^ 2 / 2 : ℝ) : ℂ) • φ i := by
        simp only [lp.coeFn_sub, lp.coeFn_smul, Pi.sub_apply, Pi.smul_apply, smul_eq_mul]
        rw [h0]
        linear_combination -(hψ i)
      rw [e, inner_smul_right, Complex.re_ofReal_mul, re_inner_self]
    · rw [h0]
      simp
  · change _ = (inner ℂ φ ((E : ℂ) • φ - V ψ)).re
    rw [inner_sub_right, inner_smul_right, Complex.sub_re, Complex.re_ofReal_mul,
      re_inner_self]
```

Both Pψ and r are of this kind.

```lean
/-- Each coefficient of the projected state is kept or zero. -/
private theorem lowPass_cases (i : ι) :
    lowPass q qc ψ i = ψ i ∨ lowPass q qc ψ i = 0 := by
  change (if q i ≤ qc then ψ i else 0) = ψ i ∨ (if q i ≤ qc then ψ i else 0) = 0
  split_ifs <;> simp

/-- The coefficients of the residual. -/
private theorem residual_apply (i : ι) :
    residual q qc ψ i = if q i ≤ qc then 0 else ψ i := by
  change ψ i - (if q i ≤ qc then ψ i else 0) = _
  split_ifs <;> simp

/-- Each coefficient of the residual is kept or zero. -/
private theorem residual_cases (i : ι) :
    residual q qc ψ i = ψ i ∨ residual q qc ψ i = 0 := by
  rw [residual_apply]
  split_ifs <;> simp
```

## A bound on the discarded norm

From here on, K is the kinetic energy of the residual, Σ_i (q_i²/2) |r_i|². Every discarded wave has q_i > qc > 0, so comparing this series term by term with the one for ‖r‖² yields

(qc²/2) ‖r‖² ≤ K.

```lean
/-- For an eigenstate and a cutoff `qc > 0`, the residual has kinetic energy at least
`qc ^ 2 / 2` times its squared norm. -/
theorem residual_norm_le (hψ : IsEigenstate q V E ψ) (hqc : 0 < qc) :
    qc ^ 2 / 2 * ‖residual q qc ψ‖ ^ 2 ≤ kinetic q (residual q qc ψ) := by
  have hN : HasSum (fun i => ‖residual q qc ψ i‖ ^ 2) (‖residual q qc ψ‖ ^ 2) := by
    have h := Complex.reCLM.hasSum (lp.hasSum_inner (residual q qc ψ) (residual q qc ψ))
    convert h using 1
    · funext i
      exact (re_inner_self _).symm
    · exact (re_inner_self _).symm
  refine hasSum_le (fun i => ?_) (hN.mul_left (qc ^ 2 / 2))
    (hasSum_kinetic hψ residual_cases).summable.hasSum
  by_cases hi : q i ≤ qc
  · simp [residual_apply, hi]
  · have hq : qc ^ 2 / 2 ≤ q i ^ 2 / 2 := by nlinarith [not_le.1 hi]
    exact mul_le_mul_of_nonneg_right hq (by positivity)
```

## The cross terms cancel

Write p = Pψ, so that ψ = p + r. The kinetic identity, applied to each part, reads

⟨p, Tp⟩ = E‖p‖² − Re⟨p, Vp⟩ − Re⟨p, Vr⟩

K = E‖r‖² − Re⟨r, Vp⟩ − Re⟨r, Vr⟩.

Let D = ⟨p, Tp⟩ + Re⟨p, Vp⟩ − E‖p‖² be the energy defect. Symmetry of V (`hV`) makes the cross terms equal (`hx`), and subtraction leaves

D − K = Re⟨r, Vr⟩ − E‖r‖².

With ‖V‖ ≤ v, a bound on the strength of the potential, the right side is at most (v + |E|)‖r‖² in size. The norm estimate then gives

|D − K| ≤ 2(v + |E|)K/qc².

```lean
/-- For symmetric `V` with `‖V‖ ≤ v`, an eigenstate and `qc > 0`, the energy defect
`⟨Pψ, (H - E) Pψ⟩` lies within `2 (v + |E|) K / qc ^ 2` of the residual kinetic energy `K`. -/
theorem defect_near_kinetic (hV : ∀ x y, inner ℂ (V x) y = inner ℂ x (V y))
    (hv : ‖V‖ ≤ v) (hψ : IsEigenstate q V E ψ) (hqc : 0 < qc) :
    |energy q V (lowPass q qc ψ) - E * ‖lowPass q qc ψ‖ ^ 2
        - kinetic q (residual q qc ψ)|
      ≤ 2 * (v + |E|) * kinetic q (residual q qc ψ) / qc ^ 2 := by
  have hp : kinetic q (lowPass q qc ψ) = _ := (hasSum_kinetic hψ lowPass_cases).tsum_eq
  have hr : kinetic q (residual q qc ψ) = _ := (hasSum_kinetic hψ residual_cases).tsum_eq
  have ht := residual_norm_le hψ hqc
  have hs : V ψ = V (lowPass q qc ψ) + V (residual q qc ψ) := by
    rw [← map_add, residual, add_sub_cancel]
  rw [hs, inner_add_right, Complex.add_re] at hp hr
  unfold energy
  generalize lowPass q qc ψ = p at *
  generalize residual q qc ψ = r at *
  -- the two cross terms agree because `V` is symmetric
  have hx : (inner ℂ p (V r)).re = (inner ℂ r (V p)).re := by
    rw [← hV p r, ← inner_conj_symm (V p) r, Complex.conj_re]
  have hb : |(inner ℂ r (V r)).re| ≤ v * ‖r‖ ^ 2 := by
    have h1 := (Complex.abs_re_le_norm _).trans (norm_inner_le_norm (𝕜 := ℂ) r (V r))
    have h2 : ‖V r‖ ≤ v * ‖r‖ :=
      (V.le_opNorm r).trans (mul_le_mul_of_nonneg_right hv (norm_nonneg r))
    nlinarith [mul_le_mul_of_nonneg_left h2 (norm_nonneg r)]
  have hc : 0 ≤ v + |E| := add_nonneg ((norm_nonneg V).trans hv) (abs_nonneg E)
  have e : kinetic q p + (inner ℂ p (V p)).re - E * ‖p‖ ^ 2 - kinetic q r
      = (inner ℂ r (V r)).re - E * ‖r‖ ^ 2 := by linarith
  rw [e, le_div_iff₀ (by positivity)]
  have h3 : |(inner ℂ r (V r)).re - E * ‖r‖ ^ 2| ≤ (v + |E|) * ‖r‖ ^ 2 := by
    have h4 := abs_sub (inner ℂ r (V r)).re (E * ‖r‖ ^ 2)
    rw [abs_mul, abs_of_nonneg (sq_nonneg ‖r‖)] at h4
    linarith
  -- the discarded norm is controlled by the residual kinetic energy
  nlinarith [mul_le_mul_of_nonneg_right h3 (sq_nonneg qc), mul_le_mul_of_nonneg_left ht hc]
```

If Pψ ≠ 0, then D = ‖Pψ‖²(R(Pψ) − E), and dividing by ‖Pψ‖² gives

|R(Pψ) − E − K/‖Pψ‖²| ≤ 2(v + |E|)K/(qc²‖Pψ‖²).

```lean
/-- For symmetric `V` with `‖V‖ ≤ v`, an eigenstate, `qc > 0` and `Pψ ≠ 0`, the error of the
Rayleigh quotient of `Pψ` is `K / ‖Pψ‖²` up to `2 (v + |E|) K / qc ^ 2 / ‖Pψ‖²`, where `K` is
the residual kinetic energy. -/
theorem rayleigh_error_near_kinetic (hV : ∀ x y, inner ℂ (V x) y = inner ℂ x (V y))
    (hv : ‖V‖ ≤ v) (hψ : IsEigenstate q V E ψ) (hqc : 0 < qc) (hP : lowPass q qc ψ ≠ 0) :
    |rayleigh q V (lowPass q qc ψ) - E
        - kinetic q (residual q qc ψ) / ‖lowPass q qc ψ‖ ^ 2|
      ≤ 2 * (v + |E|) * kinetic q (residual q qc ψ) / qc ^ 2 / ‖lowPass q qc ψ‖ ^ 2 := by
  have hN : 0 < ‖lowPass q qc ψ‖ ^ 2 := pow_pos (norm_pos_iff.2 hP) 2
  rw [le_div_iff₀ hN]
  refine le_trans (le_of_eq ?_) (defect_near_kinetic hV hv hψ hqc)
  rw [← abs_of_pos hN, ← abs_mul, abs_of_pos hN, sub_mul, sub_mul, rayleigh,
    div_mul_cancel₀ _ hN.ne', div_mul_cancel₀ _ hN.ne']
```

For a single particle in a fixed bounded potential, this ties the cutoff error to the kinetic energy in the discarded tail. It concerns the truncated exact eigenstate, not the eigenvalue found by diagonalising H within the cutoff basis. The bound shows that K/‖Pψ‖² is the leading part of the error when qc² is large compared with 2(v + |E|). The opening example is outside that range: there the bound allows |D − K| to reach 1, although its actual value is 1/40.

## When truncation raises the energy

Suppose qc² > 2(v + |E|) and r ≠ 0. Then K > 0 and the allowed deviation is smaller than K, so D > 0. This forces Pψ ≠ 0 and R(Pψ) > E, for excited states too.

```lean
/-- For symmetric `V` with `‖V‖ ≤ v` and an eigenstate with nonzero residual, a cutoff `qc > 0`
with `qc ^ 2 > 2 (v + |E|)` gives `Pψ ≠ 0` and a Rayleigh quotient strictly above `E`. -/
theorem rayleigh_above (hV : ∀ x y, inner ℂ (V x) y = inner ℂ x (V y))
    (hv : ‖V‖ ≤ v) (hψ : IsEigenstate q V E ψ) (hqc : 0 < qc)
    (hlarge : 2 * (v + |E|) < qc ^ 2) (hr : residual q qc ψ ≠ 0) :
    lowPass q qc ψ ≠ 0 ∧ E < rayleigh q V (lowPass q qc ψ) := by
  have hK : 0 < kinetic q (residual q qc ψ) :=
    lt_of_lt_of_le (by have := norm_pos_iff.2 hr; positivity) (residual_norm_le hψ hqc)
  have hd := defect_near_kinetic hV hv hψ hqc
  have hlt : 2 * (v + |E|) * kinetic q (residual q qc ψ) / qc ^ 2
      < kinetic q (residual q qc ψ) := by
    rw [div_lt_iff₀ (by positivity)]
    nlinarith
  have hD : 0 < energy q V (lowPass q qc ψ) - E * ‖lowPass q qc ψ‖ ^ 2 := by
    linarith [(abs_le.1 hd).1]
  have hP : lowPass q qc ψ ≠ 0 := by
    intro h0
    simp [h0, energy, kinetic] at hD
  refine ⟨hP, ?_⟩
  rw [rayleigh, lt_div_iff₀ (pow_pos (norm_pos_iff.2 hP) 2)]
  linarith
```

Without the condition on qc², the conclusion can fail. The two-wave model also has the excited state (1, −3)/√10 with E = 3/2. Cutting at qc = 1 leaves only the first wave, whose energy −3/4 lies far below E. Here v = 3/2, and the condition would require qc² > 6.

## The two-wave model in Lean

The code uses the unnormalised coefficients 3 and 1. It checks that V is symmetric, that the state is an eigenstate with E = −1, and that neither Pψ nor r vanishes at qc = 1.

```lean
/-- A state of two plane waves with given coefficients. -/
def twoWave (f : Fin 2 → ℂ) : PW (Fin 2) :=
  ⟨f, (memℓp_gen_iff (by norm_num)).2 (hasSum_fintype _).summable⟩

/-- The attractive rank-one potential whose four matrix elements are all `-3/4`. -/
def wellV : PW (Fin 2) →L[ℂ] PW (Fin 2) :=
  (-(3 / 4) : ℂ) • (innerSL ℂ (twoWave ![1, 1])).smulRight (twoWave ![1, 1])

/-- The potential `wellV` is symmetric. With it and wavenumbers `0, 2`, the state with coefficients
`3, 1` is an eigenstate of energy `-1`, and the cutoff `qc = 1` keeps one part of it and discards
another. -/
theorem cutoff_witness :
    (∀ x y, inner ℂ (wellV x) y = inner ℂ x (wellV y)) ∧
    IsEigenstate ![0, 2] wellV (-1) (twoWave ![3, 1]) ∧
    lowPass ![0, 2] 1 (twoWave ![3, 1]) ≠ 0 ∧
    residual ![0, 2] 1 (twoWave ![3, 1]) ≠ 0 := by
  have hw : ∀ x, wellV x
      = (-(3 / 4) : ℂ) • (inner ℂ (twoWave ![1, 1]) x • twoWave ![1, 1]) := fun _ => rfl
  refine ⟨fun x y => ?_, fun i => ?_, fun h => ?_, fun h => ?_⟩
  · rw [hw, hw, inner_smul_left, inner_smul_left, inner_smul_right, inner_smul_right,
      inner_conj_symm]
    have hc : (-(3 / 4) : ℂ) = ((-(3 / 4) : ℝ) : ℂ) := by norm_num
    have h34 : (starRingEnd ℂ) (-(3 / 4) : ℂ) = -(3 / 4) := by
      rw [hc, Complex.conj_ofReal]
    rw [h34]
    ring
  · have hi : inner ℂ (twoWave ![1, 1]) (twoWave ![3, 1]) = (4 : ℂ) := by
      rw [lp.inner_eq_tsum, tsum_fintype, Fin.sum_univ_two]
      change inner ℂ (1 : ℂ) (3 : ℂ) + inner ℂ (1 : ℂ) (1 : ℂ) = 4
      simp
      norm_num
    rw [hw, hi]
    change _ * (![3, 1] : Fin 2 → ℂ) i + (-(3 / 4) : ℂ) * (4 * (![1, 1] : Fin 2 → ℂ) i)
      = _ * (![3, 1] : Fin 2 → ℂ) i
    fin_cases i <;> norm_num
  · have h0 : (if (0 : ℝ) ≤ 1 then (3 : ℂ) else 0) = 0 :=
      congrArg (fun f : PW (Fin 2) => f 0) h
    norm_num at h0
  · have h1 : (1 : ℂ) - (if (2 : ℝ) ≤ 1 then (1 : ℂ) else 0) = 0 :=
      congrArg (fun f : PW (Fin 2) => f 1) h
    norm_num at h1

end

end PlaneWaveCutoff
```

```lean
#print axioms PlaneWaveCutoff.rayleigh_error_near_kinetic
#print axioms PlaneWaveCutoff.rayleigh_above
```

```
'PlaneWaveCutoff.rayleigh_error_near_kinetic' depends on axioms: [propext, Classical.choice, Quot.sound]
'PlaneWaveCutoff.rayleigh_above' depends on axioms: [propext, Classical.choice, Quot.sound]
```
